# All symmetry-invariant matrices between sites are symmetric exactly when any two sites can be exchanged

A group of symmetry operations acts on a set of sites, finite or infinite, and a matrix between sites, such as a table of hopping amplitudes, is invariant if moving both sites by the same operation leaves the entry unchanged. The theorem says that every invariant matrix equals its transpose exactly when, for any two sites, some operation takes each to the other. The entries lie in any fixed nontrivial semiring, and no complex conjugation is involved. One direction applies invariance to the exchanging operation. For the other, the attempt takes the matrix that is one on all pairs reachable from `(x, y)` and zero elsewhere, shows that it is invariant, and argues that without an exchange its entries at `(x, y)` and `(y, x)` would be one and zero.

In Lean, a first try:

```lean
import Mathlib

open Matrix

namespace EquivalentSites

noncomputable section

variable {G X R : Type*} [Group G] [MulAction G X]

/-- Any two sites are exchanged by some symmetry operation. -/
def SwapsPairs (G X : Type*) [Group G] [MulAction G X] : Prop :=
  ∀ x y : X, ∃ g : G, g • x = y ∧ g • y = x

/-- A matrix between sites is invariant when moving both sites by the same symmetry
operation leaves its entry unchanged. -/
def IsInvariant (G : Type*) {X R : Type*} [Group G] [MulAction G X]
    (M : Matrix X X R) : Prop :=
  ∀ (g : G) (x y : X), M (g • x) (g • y) = M x y

/-- If any two sites can be exchanged, every invariant matrix is symmetric. -/
theorem invariant_symm (hG : SwapsPairs G X) {M : Matrix X X R}
    (hM : IsInvariant G M) : M.IsSymm := by
  refine Matrix.IsSymm.ext fun x y => ?_
  obtain ⟨g, h1, h2⟩ := hG x y
  have h := hM g x y
  rw [h1, h2] at h
  exact h

open Classical in
/-- The matrix with entry one on the pairs of sites that symmetry operations reach from
the pair `(x, y)`, and zero elsewhere. -/
def orbitMatrix (G R : Type*) {X : Type*} [Group G] [MulAction G X] [Semiring R]
    (x y : X) : Matrix X X R :=
  Matrix.of fun a b => if ∃ g : G, g • x = a ∧ g • y = b then 1 else 0

/-- Any two sites can be exchanged exactly when every invariant matrix is symmetric. -/
theorem swapsPairs_iff_symm [Semiring R] [Nontrivial R] :
    SwapsPairs G X ↔ ∀ M : Matrix X X R, IsInvariant G M → M.IsSymm := by
  refine ⟨fun hG M hM => invariant_symm hG hM, fun h x y => ?_⟩
  have hinv : IsInvariant G (orbitMatrix G R x y) := by
    intro g a b
    simp only [orbitMatrix, Matrix.of_apply]
    refine if_congr ⟨?_, ?_⟩ rfl rfl
    · rintro ⟨k, h1, h2⟩
      exact ⟨g⁻¹ * k, by rw [mul_smul, h1, inv_smul_smul],
        by rw [mul_smul, h2, inv_smul_smul]⟩
    · rintro ⟨k, h1, h2⟩
      exact ⟨g * k, by rw [mul_smul, h1], by rw [mul_smul, h2]⟩
  -- without an exchanging element the entries at (x, y) and (y, x) would be 1 and 0
  by_contra hn
  have h1 : orbitMatrix G R x y x y = 1 := if_pos ⟨1, one_smul G x, one_smul G y⟩
  have h0 : orbitMatrix G R x y y x = 0 := if_neg hn
  have e := (h _ hinv).apply x y
  rw [h0, h1] at e
  exact zero_ne_one e

end

end EquivalentSites
```

The error:

```
Main.lean:44:11: error(lean.synthInstanceFailed): failed to synthesize instance of type class
  Decidable (∃ g_1, g_1 • x = g • a ∧ g_1 • y = g • b)

Hint: Type class instance resolution failures can be inspected with the `set_option trace.Meta.synthInstance true` command.
Main.lean:45:4: error: No goals to be solved
```

Fix (accepted with no message):

```diff
@@ -42,4 +42,5 @@
     intro g a b
     simp only [orbitMatrix, Matrix.of_apply]
+    classical
     refine if_congr ⟨?_, ?_⟩ rfl rfl
     · rintro ⟨k, h1, h2⟩
```

What went wrong. The first message says that Lean found no `Decidable` instance for the statement that some operation takes `x` to `g • a` and `y` to `g • b`. An `if` needs such an instance, and `if_congr` asks for one for each of the two conditions it compares. The definition of `orbitMatrix` got its instance from `open Classical in`, but that line covers only the definition. Inside the theorem the unfolded `if` still carries the classical instance, yet instance search has no classical rule with which to find it again, so `if_congr` fails.

The second message is a consequence of the first. After the error Lean treats the goal as closed, and the first bullet finds nothing to prove.

The added line `classical` makes classical decidability available to instance search in the rest of the proof of `hinv`. `if_congr` then finds its instances, and the `refine` leaves the two implications that the bullets prove, so the bullets need no change.
